# Field-dependent paramagnetic shielding of a two-level model in closed form

## Is the shielding the ratio or the derivative?

For a ground level coupled to one excited level at a gap \(G>0\) by \(\pm i(kB+lm)\), with \(B\) the field and \(m\) the nuclear moment, I find

\[
\left.\frac{\partial E}{\partial m}\right|_{m=0}=-\frac{2klB}{G}\,r(x),\qquad r(x)=\frac{1}{\sqrt{1+4x^2}},\quad x=\frac{kB}{G}.
\]

Second-order perturbation theory gives the same expression with \(r=1\). At finite field, should I divide this response by \(B\) or differentiate it with respect to \(B\) to get the shielding? And how good is the weak-field expansion?

## The two definitions differ by a factor r²

Your formula is right. For \(B\neq0\), the ratio is \(-(2kl/G)\,r\), while the derivative is \(-(2kl/G)\,r^3\). To get the field at the nucleus, use the ratio: the electrons add the field \(-\partial E/\partial m\) there, which is minus the ratio times \(B\). The derivative, with its sign reversed, is the rate at which this added field changes with \(B\). Both quantities tend to \(-2kl/G\) at zero field. The expansion is controlled by

\[
1-2x^2\le r(x)\le 1-2x^2+6x^4 .
\]

**From the secular equation to the response.** Write \(w=kB+lm\). The matrix has diagonal \(0,G\) and off-diagonal entries \(-iw\) and \(iw\), so an eigenvalue \(e\) satisfies \(e(e-G)=w^2\). The lower root and its derivative are

\[
E=\frac{G-\sqrt{G^2+4w^2}}{2},\qquad
\frac{\partial E}{\partial m}=-\frac{2lw}{\sqrt{G^2+4w^2}}.
\]

Setting \(m=0\) and taking \(G\) out of the root gives your formula.

For the bounds, put \(s=\sqrt{1+4x^2}\ge1\), so that \(r=1/s\) and \(x^2=(s^2-1)/4\). Multiplying the lower bound by \(2s\) and the upper by \(8s\) turns them into

\[
(s-1)^2(s+2)\ge0,\qquad (s-1)^3(3s^2+9s+8)\ge0 .
\]

Finally, \(r'(x)=-4x\,r^3\), and the product rule gives

\[
\frac{\partial}{\partial B}\left[-\frac{2klB}{G}r\right]
=-\frac{2kl}{G}\left(r-4x^2r^3\right)=-\frac{2kl}{G}\,r^3,
\]

because \(1/r^2=1+4x^2\).

Treating \(r\) as a constant in this last differentiation returns the ratio instead. The leading field correction then comes out as \(-2x^2\) where the derivative has \(-6x^2\).

**What the Lean statements say.** `IsEnergy` means that a real number has a nonzero eigenvector. The function `E` is not defined by the root formula: `hE` says that its value is the least energy at every moment, and in `differential_shielding` at every field too. `HasDerivAt` then states that the derivative exists and has the given value. `weak_field_response` bounds the error of replacing \(r\) by \(1-2x^2\) in the response by \(6x^4\,|2klB/G|\).

The real constants `k` and `l` stand for the strengths of the orbital Zeeman coupling and of the coupling to the nuclear moment; neither `l` nor `m` is a quantum number. The positive gap represents a nondegenerate ground state at zero coupling. Passing to a molecule requires truncating its electronic states to these two, with fixed couplings and no diamagnetic terms.

```lean
import Mathlib

open Matrix

namespace ParamagneticShielding

noncomputable section

/-- The two-level Hamiltonian with diagonal energies `0` and `G` and imaginary
off-diagonal magnetic coupling of strength `w`. -/
def hamiltonian (G w : ℝ) : Matrix (Fin 2) (Fin 2) ℂ :=
  !![0, -(Complex.I * w); Complex.I * w, G]

/-- A real number `e` is an energy of `H` if `H` has a nonzero eigenvector with eigenvalue `e`. -/
def IsEnergy (H : Matrix (Fin 2) (Fin 2) ℂ) (e : ℝ) : Prop :=
  ∃ v : Fin 2 → ℂ, v ≠ 0 ∧ H *ᵥ v = (e : ℂ) • v

/-- The closed formula `(G - √(G² + 4w²)) / 2` for the lower level. -/
def lowerLevel (G w : ℝ) : ℝ := (G - √(G ^ 2 + 4 * w ^ 2)) / 2

/-- The factor `r(x) = (1 + 4x²)^(-1/2)`, a function of the ratio `x` of coupling to gap. -/
def reductionFactor (x : ℝ) : ℝ := 1 / √(1 + 4 * x ^ 2)

/-- The two-level Hamiltonian is Hermitian. -/
theorem hamiltonian_isHermitian (G w : ℝ) : (hamiltonian G w).IsHermitian := by
  refine Matrix.IsHermitian.ext fun i j => ?_
  fin_cases i <;> fin_cases j <;> simp [hamiltonian]

/-- The energies of the two-level Hamiltonian are the real roots `e` of the secular
equation `e (e - G) = w²`. -/
theorem isEnergy_iff (G w e : ℝ) :
    IsEnergy (hamiltonian G w) e ↔ e * (e - G) = w ^ 2 := by
  constructor
  · rintro ⟨v, hv, h⟩
    have h0 : -(Complex.I * w) * v 1 = (e : ℂ) * v 0 := by
      simpa [hamiltonian, Matrix.mulVec, dotProduct, Fin.sum_univ_two] using congrFun h 0
    have h1 : Complex.I * w * v 0 + G * v 1 = (e : ℂ) * v 1 := by
      simpa [hamiltonian, Matrix.mulVec, dotProduct, Fin.sum_univ_two] using congrFun h 1
    -- eliminating one amplitude leaves the secular polynomial times the other
    have a0 : ((e : ℂ) * (e - G) - w ^ 2) * v 0 = 0 := by
      linear_combination (-((e : ℂ) - G)) * h0 + Complex.I * w * h1
        - (w : ℂ) ^ 2 * v 0 * Complex.I_sq
    have a1 : ((e : ℂ) * (e - G) - w ^ 2) * v 1 = 0 := by
      linear_combination (-(Complex.I * w)) * h0 - (e : ℂ) * h1
        - (w : ℂ) ^ 2 * v 1 * Complex.I_sq
    by_contra hne
    have hc : (e : ℂ) * (e - G) - w ^ 2 ≠ 0 := by
      intro h2
      apply hne
      exact_mod_cast sub_eq_zero.mp h2
    apply hv
    funext i
    fin_cases i
    · exact (mul_eq_zero.mp a0).resolve_left hc
    · exact (mul_eq_zero.mp a1).resolve_left hc
  · intro h
    by_cases he : e = G
    · have hw2 : w ^ 2 = 0 := by rw [← h, he]; ring
      have hw : w = 0 := by nlinarith
      refine ⟨![0, 1], fun hv => by simpa using congrFun hv 1, ?_⟩
      funext i
      fin_cases i <;>
        simp [hamiltonian, Matrix.mulVec, dotProduct, Fin.sum_univ_two, hw, he]
    · have hc : (e : ℂ) * (e - G) = w ^ 2 := by exact_mod_cast h
      refine ⟨![(e : ℂ) - G, Complex.I * w], fun hv => he ?_, ?_⟩
      · have h0 : (e : ℂ) - G = 0 := by simpa using congrFun hv 0
        exact_mod_cast sub_eq_zero.mp h0
      · funext i
        fin_cases i
        · simp [hamiltonian, Matrix.mulVec, dotProduct, Fin.sum_univ_two]
          linear_combination (-(w : ℂ) ^ 2) * Complex.I_sq - hc
        · simp [hamiltonian, Matrix.mulVec, dotProduct, Fin.sum_univ_two]
          ring

/-- The closed formula `lowerLevel` is the least energy of the two-level Hamiltonian. -/
theorem lowerLevel_isLeast (G w : ℝ) :
    IsLeast {e | IsEnergy (hamiltonian G w) e} (lowerLevel G w) := by
  constructor
  · have hs := Real.sq_sqrt (show 0 ≤ G ^ 2 + 4 * w ^ 2 by positivity)
    refine (isEnergy_iff G w _).mpr ?_
    unfold lowerLevel
    linear_combination hs / 4
  · intro e he
    have he' := (isEnergy_iff G w e).mp he
    have h : G - 2 * e ≤ √(G ^ 2 + 4 * w ^ 2) :=
      (le_abs_self _).trans (Real.abs_le_sqrt (by nlinarith))
    unfold lowerLevel
    linarith

/-- For a positive gap `G`, the level splitting is `G` times a function of `w / G`. -/
theorem splitting_eq {G : ℝ} (hG : 0 < G) (w : ℝ) :
    √(G ^ 2 + 4 * w ^ 2) = G * √(1 + 4 * (w / G) ^ 2) := by
  have hx : w = G * (w / G) := by field_simp
  generalize w / G = x at hx ⊢
  subst hx
  rw [show G ^ 2 + 4 * (G * x) ^ 2 = G ^ 2 * (1 + 4 * x ^ 2) by ring,
    Real.sqrt_mul (sq_nonneg G), Real.sqrt_sq hG.le]

/-- For a gap `G > 0` and coupling `kB + lm`, the lower eigenvalue `E` has the derivative
`-(2klB/G) r(kB/G)` with respect to the nuclear moment `m` at `m = 0`. -/
theorem lower_energy_hasDerivAt {G : ℝ} (hG : 0 < G) (k l B : ℝ) (E : ℝ → ℝ)
    (hE : ∀ m, IsLeast {e | IsEnergy (hamiltonian G (k * B + l * m)) e} (E m)) :
    HasDerivAt E (-(2 * k * l * B / G) * reductionFactor (k * B / G)) 0 := by
  -- the least eigenvalue is unique, so `E` is given by the closed formula
  have hfun : E = fun m => lowerLevel G (k * B + l * m) :=
    funext fun m => (hE m).unique (lowerLevel_isLeast _ _)
  rw [hfun]
  have hw : HasDerivAt (fun m : ℝ => k * B + l * m) l 0 :=
    (((hasDerivAt_id' (0 : ℝ)).const_mul l).const_add (k * B)).congr_deriv (mul_one l)
  have hq : HasDerivAt (fun m : ℝ => G ^ 2 + 4 * (k * B + l * m) ^ 2)
      (8 * (k * B) * l) 0 := by
    refine (((hw.fun_pow 2).const_mul 4).const_add (G ^ 2)).congr_deriv ?_
    show 4 * (((2 : ℕ) : ℝ) * (k * B + l * 0) ^ 1 * l) = _
    push_cast
    ring
  have hne : G ^ 2 + 4 * (k * B + l * 0) ^ 2 ≠ 0 := by positivity
  refine (((hq.sqrt hne).const_sub G).div_const 2).congr_deriv ?_
  simp only [mul_zero, add_zero]
  rw [splitting_eq hG, reductionFactor]
  ring

/-- The reduction factor lies between its second-order and fourth-order expansions:
`1 - 2x² ≤ r(x) ≤ 1 - 2x² + 6x⁴`. -/
theorem reductionFactor_bounds (x : ℝ) :
    1 - 2 * x ^ 2 ≤ reductionFactor x ∧
      reductionFactor x ≤ 1 - 2 * x ^ 2 + 6 * x ^ 4 := by
  have hsq := Real.sq_sqrt (show 0 ≤ 1 + 4 * x ^ 2 by positivity)
  have h0 := Real.sqrt_nonneg (1 + 4 * x ^ 2)
  unfold reductionFactor
  generalize √(1 + 4 * x ^ 2) = s at hsq h0 ⊢
  have h1 : 1 ≤ s := by nlinarith [sq_nonneg x]
  have hs : 0 < s := by linarith
  have hx : x ^ 2 = (s ^ 2 - 1) / 4 := by linarith
  have hx4 : x ^ 4 = ((s ^ 2 - 1) / 4) ^ 2 := by rw [← hx]; ring
  have hd : 0 ≤ s - 1 := by linarith
  -- both bounds are factorised polynomials in `s ≥ 1`
  constructor
  · have p : 0 ≤ (s - 1) ^ 2 * (s + 2) := by positivity
    rw [le_div_iff₀ hs, hx]
    linarith
  · have p : 0 ≤ (s - 1) ^ 3 * (3 * s ^ 2 + 9 * s + 8) := by positivity
    rw [div_le_iff₀ hs, hx4, hx]
    linarith

/-- For `G > 0`, the response of the lower eigenvalue to `m` at `m = 0` equals
`-(2klB/G)(1 - 2x²)`, `x = kB/G`, up to an error of at most `6x⁴ |2klB/G|`. -/
theorem weak_field_response {G : ℝ} (hG : 0 < G) (k l B : ℝ) (E : ℝ → ℝ)
    (hE : ∀ m, IsLeast {e | IsEnergy (hamiltonian G (k * B + l * m)) e} (E m)) :
    |deriv E 0 + 2 * k * l * B / G * (1 - 2 * (k * B / G) ^ 2)|
      ≤ |2 * k * l * B / G| * (6 * (k * B / G) ^ 4) := by
  obtain ⟨h1, h2⟩ := reductionFactor_bounds (k * B / G)
  rw [(lower_energy_hasDerivAt hG k l B E hE).deriv]
  generalize reductionFactor (k * B / G) = r at h1 h2 ⊢
  rw [show -(2 * k * l * B / G) * r + 2 * k * l * B / G * (1 - 2 * (k * B / G) ^ 2)
      = -(2 * k * l * B / G) * (r - (1 - 2 * (k * B / G) ^ 2)) by ring, abs_mul, abs_neg]
  refine mul_le_mul_of_nonneg_left ?_ (abs_nonneg _)
  rw [abs_of_nonneg (by linarith)]
  linarith

/-- For `G > 0`, the mixed second derivative of the lower eigenvalue, first in `m` at `m = 0`
and then in the field at `B`, is `-(2kl/G) r(kB/G)³`. -/
theorem differential_shielding {G : ℝ} (hG : 0 < G) (k l B : ℝ) (E : ℝ → ℝ → ℝ)
    (hE : ∀ b m, IsLeast {e | IsEnergy (hamiltonian G (k * b + l * m)) e} (E b m)) :
    HasDerivAt (fun b => deriv (E b) 0)
      (-(2 * k * l / G) * reductionFactor (k * B / G) ^ 3) B := by
  have hfun : (fun b => deriv (E b) 0) =
      fun b => -(2 * k * l * b / G) * reductionFactor (k * b / G) :=
    funext fun b => (lower_energy_hasDerivAt hG k l b (E b) (hE b)).deriv
  rw [hfun]
  have hx : HasDerivAt (fun b : ℝ => k * b / G) (k / G) B :=
    (((hasDerivAt_id' B).const_mul k).div_const G).congr_deriv (by ring)
  have hq : HasDerivAt (fun b : ℝ => 1 + 4 * (k * b / G) ^ 2)
      (8 * (k * B / G) * (k / G)) B := by
    refine (((hx.fun_pow 2).const_mul 4).const_add 1).congr_deriv ?_
    show 4 * (((2 : ℕ) : ℝ) * (k * B / G) ^ 1 * (k / G)) = _
    push_cast
    ring
  have hpos : 0 < 1 + 4 * (k * B / G) ^ 2 := by positivity
  have sne : √(1 + 4 * (k * B / G) ^ 2) ≠ 0 := (Real.sqrt_pos.mpr hpos).ne'
  have hsq := Real.sq_sqrt hpos.le
  have hr : HasDerivAt (fun b : ℝ => reductionFactor (k * b / G))
      ((0 * √(1 + 4 * (k * B / G) ^ 2) - 1 * (8 * (k * B / G) * (k / G) /
        (2 * √(1 + 4 * (k * B / G) ^ 2)))) / √(1 + 4 * (k * B / G) ^ 2) ^ 2) B :=
    (hasDerivAt_const B (1 : ℝ)).fun_div (hq.sqrt hpos.ne') sne
  have hlin : HasDerivAt (fun b : ℝ => -(2 * k * l * b / G)) (-(2 * k * l / G)) B :=
    (((hasDerivAt_id' B).const_mul (2 * k * l)).div_const G).fun_neg.congr_deriv (by ring)
  refine (hlin.fun_mul hr).congr_deriv ?_
  simp only [reductionFactor]
  generalize √(1 + 4 * (k * B / G) ^ 2) = s at hsq sne ⊢
  -- the two terms of the product rule combine through `s² = 1 + 4x²`
  have key : 1 / s = (1 + 4 * (k * B / G) ^ 2) / s ^ 3 := by
    rw [← hsq]
    field_simp
  linear_combination (-(2 * k * l / G)) * key

end

end ParamagneticShielding
```

```lean
#print axioms ParamagneticShielding.hamiltonian_isHermitian
#print axioms ParamagneticShielding.lowerLevel_isLeast
#print axioms ParamagneticShielding.weak_field_response
#print axioms ParamagneticShielding.differential_shielding
```

```
'ParamagneticShielding.hamiltonian_isHermitian' depends on axioms: [propext, Classical.choice, Quot.sound]
'ParamagneticShielding.lowerLevel_isLeast' depends on axioms: [propext, Classical.choice, Quot.sound]
'ParamagneticShielding.weak_field_response' depends on axioms: [propext, Classical.choice, Quot.sound]
'ParamagneticShielding.differential_shielding' depends on axioms: [propext, Classical.choice, Quot.sound]
```

**How the lemmas fit together.** `isEnergy_iff` eliminates one amplitude at a time to reach the secular equation. Conversely, it supplies the eigenvector \((e-G,\,iw)\), or \((0,1)\) when \(e=G\), which forces \(w=0\). `lowerLevel_isLeast` uses \((G-2e)^2=G^2+4w^2\) to show that no energy lies below the root formula.

Since a least element is unique, `lower_energy_hasDerivAt` can replace `E` by that formula and apply the chain rule; `splitting_eq` takes out \(G\). `reductionFactor_bounds` names the root `s` and uses the two factorised polynomials. In `differential_shielding`, the identity `key`, \(1/s=(1+4x^2)/s^3\), combines the two terms of the product rule.

**In a finite-field calculation.** With a fully variational method and a basis that does not depend on \(m\), one can solve for the complex ground state with \(B\) in the Hamiltonian and take the expectation value of \(\partial H/\partial m\) at \(m=0\). By the Hellmann–Feynman theorem this is the response. Dividing by \(B\) gives the ratio; the slope between neighbouring fields approximates the derivative. For a molecule, \(\partial H/\partial m\) also contains a diamagnetic term, absent from the model, so both quantities then refer to the total shielding. In this two-level model at \(x=0.1\), the ratio is about 1.9% smaller in magnitude than the zero-field value, and the derivative about 5.7% smaller, if \(kl\neq0\). A linear-response NMR calculation works at zero field, where the paramagnetic term of the model is \(-2kl/G\).
